# The sign between the alpha-first and interleaved orderings of a determinant

Two electrons of opposite spin occupy spatial orbitals 1 and 2, one in each. Write \(a_p\) and \(b_p\) for the operators that create an alpha or a beta electron in orbital \(p\). The open-shell singlet is created from the vacuum by
\[
\tfrac{1}{\sqrt2}(a_1b_2+a_2b_1)=\tfrac{1}{\sqrt2}(a_1b_2-b_1a_2).
\]
A program that puts all alpha operators first stores two equal coefficients. A program that goes through the orbitals one by one stores two opposite ones. If the numbers are copied without a sign correction, the singlet becomes a triplet.

For general occupations, let \(A\) and \(B\) be the finite sets of occupied alpha and beta orbitals, and let \(c(A,B)\) be the number of pairs \(p\in A\), \(q\in B\) with \(q<p\). The alpha-first string has the alpha operators in increasing order of their orbitals, then the beta operators in increasing order. It is \((-1)^{c(A,B)}\) times the interleaved string, which goes through the orbitals in increasing order with alpha before beta within each orbital. This is the factor for converting configuration-interaction coefficients between two codes that use these two conventions and the same spatial orbitals, with the same signs and in the same order.

## One order for the spatial orbitals of both spins

The orbitals form a type `O` with a linear order, which may be the order of orbital energies with ties broken, or simply the index in a file. The operators are elements of a ring `R`, whose product is operator composition.

```lean
import Mathlib

open Finset

namespace DeterminantPhase

variable {O R : Type*} [LinearOrder O] [Ring R]
```

For a finite set \(S\), let \(a_S\) be the product of the \(a_p\) with \(p\in S\) in increasing order, and \(b_S\) likewise. In Lean this is `orderedProd`; the empty string is 1.

```lean
/-- The product of the operators `f p` over the orbitals `p` in `S`, in increasing order. -/
def orderedProd (f : O → R) (S : Finset O) : R :=
  ((S.sort (· ≤ ·)).map f).prod
```

The interleaved string is also an ordered product. Its factor at orbital \(p\) is \(s_p\), which equals \(a_pb_p\), \(a_p\), \(b_p\) or 1 according to the occupation.

```lean
/-- The factor of one spatial orbital in the interleaved string: its alpha operator if `p` is
in `A`, followed by its beta operator if `p` is in `B`. -/
def site (a b : O → R) (A B : Finset O) (p : O) : R :=
  (if p ∈ A then a p else 1) * (if p ∈ B then b p else 1)
```

The exponent is the size of an explicit set of pairs. The inequality is strict, so a doubly occupied orbital does not cross itself.

```lean
/-- The number of pairs of an alpha orbital `p` in `A` and a beta orbital `q` in `B`
with `q < p`. -/
def crossings (A B : Finset O) : ℕ :=
  ((A ×ˢ B).filter (fun x => x.2 < x.1)).card
```

Inside the proofs, and below, \(m\) is a new lowest orbital.

By hand, the order is used to build strings from the top down: if \(m\) lies below all of \(S\), then \(a_{S\cup\{m\}}=a_m\,a_S\). `orderedProd_insert` states this, and `mul_sign` lets signs move to the front.

```lean
/-- A sign can be pulled to the front of a product of operators. -/
lemma mul_sign (x y : R) (k : ℕ) : x * ((-1) ^ k * y) = (-1) ^ k * (x * y) := by
  rw [← mul_assoc x, ← ((Commute.neg_one_left x).pow_left k).eq, mul_assoc]

/-- An orbital below all others contributes the first operator of the ordered string. -/
lemma orderedProd_insert (f : O → R) {m : O} {S : Finset O} (h : ∀ p ∈ S, m < p) :
    orderedProd f (insert m S) = f m * orderedProd f S := by
  unfold orderedProd
  rw [Finset.sort_insert, List.map_cons, List.prod_cons]
  · exact fun p hp => (h p hp).le
  · exact fun hm => lt_irrefl _ (h m hm)
```

Without an order, neither a product of non-commuting operators over a set nor the condition \(q<p\) has a definite meaning. Finiteness of \(A\) and \(B\) keeps the strings ordinary products; `O` itself may be infinite.

## Alpha operators anticommute with beta operators

The hypothesis `h` says \(a_pb_q=-b_qa_p\) for all \(p,q\). For creation operators, this is what Fermi statistics requires of two electrons of opposite spin. Nothing is assumed about two operators of the same spin, because neither string changes their relative order.

The first use is to move one operator \(y\), which anticommutes with every \(a_p\), through a whole alpha string:
\[
a_S\,y=(-1)^{|S|}\,y\,a_S .
\]
For empty \(S\) both sides are \(y\). If this holds for \(S\) and \(m\) lies below \(S\), then
\[
a_ma_S\,y=(-1)^{|S|}a_m\,y\,a_S=(-1)^{|S|+1}\,y\,a_ma_S .
\]
The Lean proof is the same induction, through `Finset.induction_on_min`, which adds a new smallest element at each step.

```lean
/-- Moving an operator `y` that anticommutes with every `a p` through an ordered string of
these operators gives one factor `-1` per operator in the string. -/
theorem orderedProd_mul (a : O → R) (y : R) (h : ∀ p, a p * y = -(y * a p))
    (A : Finset O) :
    orderedProd a A * y = (-1) ^ A.card * (y * orderedProd a A) := by
  refine Finset.induction_on_min A ?_ ?_
  · simp [orderedProd]
  · intro m S hm ih
    rw [orderedProd_insert a hm, card_insert_of_notMem (fun h' => lt_irrefl _ (hm m h')),
      mul_assoc, ih, pow_succ, mul_sign, ← mul_assoc (a m), h]
    simp only [mul_assoc, neg_mul, mul_neg, mul_one]
```

The count must follow the same recursion. A new alpha orbital \(m\) that lies above no beta orbital creates no pair with \(q<m\), so \(c\) is unchanged.

```lean
/-- Adding an alpha orbital that lies above no beta orbital creates no crossing. -/
lemma crossings_insert_left {m : O} {A B : Finset O} (hB : ∀ q ∈ B, m ≤ q) :
    crossings (insert m A) B = crossings A B := by
  unfold crossings
  congr 1
  ext ⟨p, q⟩
  simp only [mem_filter, mem_product, mem_insert]
  constructor
  · rintro ⟨⟨hp | hp, hq⟩, h⟩
    · rw [hp] at h
      exact absurd h (not_lt_of_ge (hB q hq))
    · exact ⟨⟨hp, hq⟩, h⟩
  · rintro ⟨⟨hp, hq⟩, h⟩
    exact ⟨⟨Or.inr hp, hq⟩, h⟩
```

A new beta orbital \(m\) below all present orbitals lies below every \(p\in A\), so \(c(A,B\cup\{m\})=|A|+c(A,B)\). The proof writes \(c\) as a sum over \(p\in A\) of the number of beta orbitals below \(p\), and each term grows by one.

```lean
/-- Adding a beta orbital below all present orbitals creates one crossing per alpha orbital. -/
lemma crossings_insert_right {m : O} {A B : Finset O} (hA : ∀ p ∈ A, m < p)
    (hB : ∀ q ∈ B, m < q) : crossings A (insert m B) = A.card + crossings A B := by
  have hsum : ∀ C : Finset O,
      crossings A C = ∑ p ∈ A, (C.filter (fun q => q < p)).card := by
    intro C
    unfold crossings
    rw [card_filter, sum_product]
    simp only [card_filter]
  rw [hsum, hsum, card_eq_sum_ones, ← sum_add_distrib]
  refine sum_congr rfl fun p hp => ?_
  rw [filter_insert, if_pos (hA p hp), card_insert_of_notMem, add_comm]
  exact fun h => lt_irrefl _ (hB m (mem_filter.1 h).1)
```

Now restrict the occupations to a finite set \(S\), with \(A_S=S\cap A\) and \(B_S=S\cap B\), and let \(s_S\) be the ordered product of the \(s_p\) over \(S\). The claim is
\[
a_{A_S}b_{B_S}=(-1)^{c(A_S,B_S)}\,s_S .
\]
For empty \(S\) it reads \(1=1\). Suppose it holds for \(S\), and add \(m\) below \(S\).

If \(m\in B\), the new beta operator starts behind the alpha string and moves to the front:
\[
a_{A_S}b_mb_{B_S}=(-1)^{|A_S|}b_m\,a_{A_S}b_{B_S}=(-1)^{|A_S|+c(A_S,B_S)}\,b_m\,s_S .
\]
The exponent is \(c(A_S,B_S\cup\{m\})\), as required. If \(m\notin B\), nothing changes.

If \(m\in A\), multiply from the left by \(a_m\). The operator is already in its final place, the count stays the same, and the factor in front of \(s_S\) becomes \(s_m\). If \(m\notin A\), the factor is \(s_m\) already.

In `reorder_within`, the intermediate statement `beta` is the first of these two steps, with its case split on `m ∈ B`; the later split on `m ∈ A` is the second.

```lean
/-- The phase relation for the occupied orbitals that lie in a finite set `S`, when every alpha
operator anticommutes with every beta operator. -/
lemma reorder_within (a b : O → R) (h : ∀ p q, a p * b q = -(b q * a p))
    (A B S : Finset O) :
    orderedProd a (S.filter (· ∈ A)) * orderedProd b (S.filter (· ∈ B)) =
      (-1) ^ crossings (S.filter (· ∈ A)) (S.filter (· ∈ B)) *
        orderedProd (site a b A B) S := by
  refine Finset.induction_on_min S ?_ ?_
  · simp [orderedProd, crossings]
  · intro m S hm ih
    have hA' : ∀ p ∈ S.filter (· ∈ A), m < p := fun p hp => hm p (mem_filter.1 hp).1
    have hB' : ∀ p ∈ S.filter (· ∈ B), m < p := fun p hp => hm p (mem_filter.1 hp).1
    -- the beta operator of the lowest orbital moves through all higher alpha operators
    have beta : orderedProd a (S.filter (· ∈ A)) *
        orderedProd b ((insert m S).filter (· ∈ B)) =
        (-1) ^ crossings (S.filter (· ∈ A)) ((insert m S).filter (· ∈ B)) *
          ((if m ∈ B then b m else 1) * orderedProd (site a b A B) S) := by
      by_cases hB : m ∈ B
      · simp only [filter_insert, if_pos hB]
        rw [orderedProd_insert b hB', crossings_insert_right hA' hB',
          ← mul_assoc (orderedProd a _), orderedProd_mul a (b m) (fun p => h p m),
          mul_assoc, mul_assoc, ih, pow_add, mul_sign]
        simp only [mul_assoc]
      · simp only [filter_insert, if_neg hB, one_mul]
        exact ih
    rw [orderedProd_insert _ hm]
    -- the alpha operator of the lowest orbital is already in front
    by_cases hA : m ∈ A
    · have eA : (insert m S).filter (· ∈ A) = insert m (S.filter (· ∈ A)) := by
        rw [filter_insert, if_pos hA]
      have hs : site a b A B m = a m * (if m ∈ B then b m else 1) := by
        simp only [site, if_pos hA]
      have hle : ∀ q ∈ (insert m S).filter (· ∈ B), m ≤ q := by
        intro q hq
        rcases mem_insert.1 (mem_filter.1 hq).1 with e | e
        · exact e.ge
        · exact (hm q e).le
      rw [eA, orderedProd_insert a hA', crossings_insert_left hle, hs, mul_assoc, beta,
        mul_sign, mul_assoc (a m)]
    · have eA : (insert m S).filter (· ∈ A) = S.filter (· ∈ A) := by
        rw [filter_insert, if_neg hA]
      have hs : site a b A B m = (if m ∈ B then b m else 1) := by
        simp only [site, if_neg hA, one_mul]
      rw [eA, hs, beta]
```

Taking \(S=A\cup B\) gives \(A_S=A\) and \(B_S=B\), hence the general result.

```lean
/-- If every alpha operator anticommutes with every beta operator, the string with all alpha before
all beta operators is `(-1)^c` times the interleaved string, where `c` counts the pairs `p` in `A`,
`q` in `B` with `q < p`. -/
theorem alpha_beta_eq_interleaved (a b : O → R) (h : ∀ p q, a p * b q = -(b q * a p))
    (A B : Finset O) :
    orderedProd a A * orderedProd b B =
      (-1) ^ crossings A B * orderedProd (site a b A B) (A ∪ B) := by
  have hA : (A ∪ B).filter (· ∈ A) = A := by
    ext p; simp only [mem_filter, mem_union]; tauto
  have hB : (A ∪ B).filter (· ∈ B) = B := by
    ext p; simp only [mem_filter, mem_union]; tauto
  have key := reorder_within a b h A B (A ∪ B)
  rwa [hA, hB] at key
```

If the relation fails for a single pair \(q<p\), the theorem fails for \(A=\{p\}\), \(B=\{q\}\), where it says exactly \(a_pb_q=-b_qa_p\). Only pairs with \(q<p\) are ever exchanged in the derivation, so `h` asks for somewhat more than is needed, but fermions satisfy all of it.

The same argument handles the convention with beta before alpha in each orbital. A doubly occupied orbital then contributes one more exchange, and the exponent becomes the number of pairs with \(q\le p\), which is \(c(A,B)+|A\cap B|\).

## Equal alpha and beta occupations

In a closed shell \(A=B\), with \(n\) doubly occupied orbitals. Build the set from the top. When \(k\) orbitals are present, a new lowest one adds \(k\) crossings through its beta electron and none through its alpha electron, so
\[
c(A,A)=0+1+\dots+(n-1)=\frac{n(n-1)}{2}.
\]
The Lean proof identifies this number with the binomial coefficient \(\binom n2\) and uses Pascal's rule \(\binom{k+1}{2}=k+\binom k2\), called `pascal`.

```lean
/-- For equal alpha and beta sets of `n` orbitals the number of crossings is `n(n-1)/2`. -/
theorem crossings_self (A : Finset O) : crossings A A = A.card * (A.card - 1) / 2 := by
  rw [← Nat.choose_two_right]
  refine Finset.induction_on_min A ?_ ?_
  · simp [crossings]
  · intro m S hm ih
    have hle : ∀ q ∈ insert m S, m ≤ q := by
      intro q hq
      rcases mem_insert.1 hq with e | e
      · exact e.ge
      · exact (hm q e).le
    have pascal : (S.card + 1).choose 2 = S.card + S.card.choose 2 :=
      (Nat.choose_succ_succ' S.card 1).trans (by rw [Nat.choose_one_right])
    rw [crossings_insert_left hle, crossings_insert_right hm hm, ih,
      card_insert_of_notMem (fun h' => lt_irrefl _ (hm m h')), pascal]
```

Each factor \(s_p\) is now \(a_pb_p\), and the general theorem becomes the closed-shell formula.

```lean
/-- Closed shell: if alpha and beta operators anticommute, the string with all alpha before all
beta operators over `n` doubly occupied orbitals is `(-1)^(n(n-1)/2)` times the ordered product
of the pairs `a p * b p`. -/
theorem closed_shell_phase (a b : O → R) (h : ∀ p q, a p * b q = -(b q * a p))
    (A : Finset O) :
    orderedProd a A * orderedProd b A =
      (-1) ^ (A.card * (A.card - 1) / 2) * orderedProd (fun p => a p * b p) A := by
  have hs : orderedProd (site a b A A) A = orderedProd (fun p => a p * b p) A := by
    unfold orderedProd
    congr 1
    refine List.map_congr_left fun p hp => ?_
    have hpA : p ∈ A := by simpa using hp
    simp only [site, if_pos hpA]
  rw [alpha_beta_eq_interleaved a b h, union_self, crossings_self, hs]
```

The sign is \(+,+,-,-\) for \(n=0,1,2,3\) and repeats with period four. For \(n=2\) it reads \(a_1a_2b_1b_2=-a_1b_1a_2b_2\).

Equal numbers of alpha and beta electrons do not suffice for this exponent. With \(A=\{2\}\) and \(B=\{1\}\) there is one crossing, whereas \(n(n-1)/2=0\) for \(n=1\).

## Spin orbitals anticommute in a Slater determinant

For wedge products the relation is derived. Let \(M\) be the complex space of one-electron states, with alpha spin orbitals \(\varphi_p\) and beta spin orbitals \(\chi_q\). In the exterior algebra, \(\varphi_p\wedge\chi_q=-\chi_q\wedge\varphi_p\), and a Slater determinant is a wedge product of spin orbitals up to normalisation. `ExteriorAlgebra.ι` embeds a one-electron state in this algebra, and the general theorem applies.

```lean
/-- Slater determinants, as wedge products of alpha spin orbitals `φ p` and beta spin orbitals
`χ q`, change by the phase `(-1)^c` between the alpha-first and interleaved orderings, where `c`
counts the pairs `p` in `A`, `q` in `B` with `q < p`. -/
theorem slater_phase {M : Type*} [AddCommGroup M] [Module ℂ M] (φ χ : O → M)
    (A B : Finset O) :
    orderedProd (fun p => ExteriorAlgebra.ι ℂ (φ p)) A *
        orderedProd (fun q => ExteriorAlgebra.ι ℂ (χ q)) B =
      (-1) ^ crossings A B *
        orderedProd (site (fun p => ExteriorAlgebra.ι ℂ (φ p))
          (fun q => ExteriorAlgebra.ι ℂ (χ q)) A B) (A ∪ B) :=
  alpha_beta_eq_interleaved _ _
    (fun _ _ => eq_neg_of_add_eq_zero_left (ExteriorAlgebra.ι_add_mul_swap _ _)) A B
```

The spin orbitals need not be orthogonal or normalised. For an orthonormal set, both orderings carry the same normalisation factor, so the sign also holds between normalised determinants. The labels alpha and beta only say which family a vector belongs to; no spin operator appears.

A concrete case has one basis vector for each pair of a spatial label and a spin label.

```lean
/-- The basis spin orbital with spatial label `p` and spin label `s` (`true` for alpha, `false`
for beta), as an element of the exterior algebra. -/
noncomputable def spinOrbital (p : O) (s : Bool) : ExteriorAlgebra ℂ ((O × Bool) →₀ ℂ) :=
  ExteriorAlgebra.ι ℂ (Finsupp.single (p, s) 1)
```

These elements are nonzero and satisfy the hypothesis, so it is not met only by vanishing operators.

```lean
omit [LinearOrder O] in
/-- The basis spin orbitals are nonzero, and each alpha one anticommutes with each beta one. -/
theorem spinOrbital_witness :
    (∀ p q : O, spinOrbital p true * spinOrbital q false =
      -(spinOrbital q false * spinOrbital p true)) ∧
    ∀ (p : O) (s : Bool), spinOrbital p s ≠ 0 := by
  constructor
  · intro p q
    exact eq_neg_of_add_eq_zero_left (ExteriorAlgebra.ι_add_mul_swap _ _)
  · intro p s
    simp [spinOrbital, ExteriorAlgebra.ι_eq_zero_iff]

end DeterminantPhase
```

The statement could also have been modelled with a permutation of a list of spin orbitals and its signature. That would treat every reordering at once, including those that exchange electrons of like spin, but it would need anticommutation within each spin as well, and the count of pairs \(q<p\) would have to be extracted from the signature.

```lean
#print axioms DeterminantPhase.closed_shell_phase
-- 'DeterminantPhase.closed_shell_phase' depends on axioms: [propext, Classical.choice, Quot.sound]
#print axioms DeterminantPhase.slater_phase
-- 'DeterminantPhase.slater_phase' depends on axioms: [propext, Classical.choice, Quot.sound]
```
